# For non-interacting fermions, a Fermi sea has no more energy than any other occupation with the same number of particles

Non-interacting fermions occupy levels labelled by integers, at most one to a level, and the energy of a finite set of occupied levels is the sum of their real energies `ε m`. The lemma compares two such sets, `F` and `S`, with equally many levels: if every level of `F` lies at or below `μ`, and every level of `S` outside `F` lies at or above `μ`, then the energy of `F` is at most that of `S`. The attempt measures energies from `μ` and splits each sum into the part over the common levels and the part over the rest. The common parts agree, the rest of `F` contributes at most zero and the rest of `S` at least zero; since the particle numbers are equal, the shift by `μ` then drops out.

The failing Lean file:

```lean
import Mathlib

open scoped Real

namespace FermiSeaLe

noncomputable section

/-- If the levels of `F` lie at or below `μ` and `S` has as many particles, those outside `F` lying
at or above `μ`, then `F` has at most the energy of `S`. -/
theorem fermi_sea_le (ε : ℤ → ℝ) (μ : ℝ) (F S : Finset ℤ) (hc : F.card = S.card)
    (hF : ∀ m ∈ F, ε m ≤ μ) (hS : ∀ m ∈ S, m ∉ F → μ ≤ ε m) :
    ∑ m ∈ F, ε m ≤ ∑ m ∈ S, ε m := by
  have h1 := Finset.sum_inter_add_sum_diff F S (fun m => ε m - μ)
  have h2 := Finset.sum_inter_add_sum_diff S F (fun m => ε m - μ)
  rw [Finset.inter_comm] at h2
  have h3 : ∑ m ∈ F \ S, (ε m - μ) ≤ 0 := Finset.sum_nonpos fun m hm =>
    sub_nonpos.2 (hF m (Finset.mem_sdiff.1 hm).1)
  have h4 : 0 ≤ ∑ m ∈ S \ F, (ε m - μ) := Finset.sum_nonneg fun m hm =>
    sub_nonneg.2 (hS m (Finset.mem_sdiff.1 hm).1 (Finset.mem_sdiff.1 hm).2)
  have h5 : ∑ m ∈ F, (ε m - μ) ≤ ∑ m ∈ S, (ε m - μ) := by linarith
  simp only [Finset.sum_sub_distrib, Finset.sum_const, hc] at h5
  linarith

end

end FermiSeaLe
```

Compiling this gives:

```
Main.lean:14:13: error(lean.unknownIdentifier): Unknown constant `Finset.sum_inter_add_sum_diff`
Main.lean:13:35: error: unsolved goals
ε : ℤ → ℝ
μ : ℝ
F S : Finset ℤ
hc : F.card = S.card
hF : ∀ m ∈ F, ε m ≤ μ
hS : ∀ m ∈ S, m ∉ F → μ ≤ ε m
⊢ ∑ m ∈ F, ε m ≤ ∑ m ∈ S, ε m
```

Diagnosis. The first message says that Lean knows no constant called `Finset.sum_inter_add_sum_diff`. The lemma wanted, which splits a sum over a finite set into its parts over an intersection and a set difference, is called `Finset.sum_inter_add_sum_sdiff`, with `sdiff` in place of `diff`.

The second message is a consequence of the first. The proof stopped at its first step, the one that was to give `h1`, so the whole inequality was left unproved; the goal is displayed just as it was stated, with no `h1` among the hypotheses.

The diff corrects the name in both places. The change in `h1` removes the reported error. The one in `h2` is needed too, for that line uses the same unknown name, though Lean had not got far enough to report it. The arguments stay the same, and so does the rest of the proof.

Lean accepts the file once it reads:

```diff
@@ -12,6 +12,6 @@
     (hF : ∀ m ∈ F, ε m ≤ μ) (hS : ∀ m ∈ S, m ∉ F → μ ≤ ε m) :
     ∑ m ∈ F, ε m ≤ ∑ m ∈ S, ε m := by
-  have h1 := Finset.sum_inter_add_sum_diff F S (fun m => ε m - μ)
-  have h2 := Finset.sum_inter_add_sum_diff S F (fun m => ε m - μ)
+  have h1 := Finset.sum_inter_add_sum_sdiff F S (fun m => ε m - μ)
+  have h2 := Finset.sum_inter_add_sum_sdiff S F (fun m => ε m - μ)
   rw [Finset.inter_comm] at h2
   have h3 : ∑ m ∈ F \ S, (ε m - μ) ≤ 0 := Finset.sum_nonpos fun m hm =>
```
